# Unbiased sampling of positive definite phonon collision matrices cannot lower the mean conductivity

When the scattering processes in a phonon Boltzmann equation are sampled at random, the computed thermal conductivity fluctuates, and a statement about its mean must first say what is random. Here it is the whole collision matrix, drawn from a finite list of real symmetric positive definite matrices O_s with probabilities p_s > 0.

```lean
import Mathlib

open Matrix

namespace PhononSamplingBias

noncomputable section

variable {n ι : Type*} [Fintype n] [DecidableEq n] [Fintype ι]

/-- The phonon distribution `O⁻¹ b` driven by the source `b`, for an invertible
collision matrix `O`. -/
def response (O : Matrix n n ℝ) (b : n → ℝ) : n → ℝ := O⁻¹ *ᵥ b

/-- The thermal conductivity `b · O⁻¹ b`, up to a constant prefactor, for an invertible
collision matrix `O` and heat-current vector `b`. -/
def conductivity (O : Matrix n n ℝ) (b : n → ℝ) : ℝ := b ⬝ᵥ response O b

omit [Fintype n] [DecidableEq n] in
/-- The sum of the sampled collision matrices `O s` with weights `p s`, which is their average when
the weights are probabilities summing to 1. -/
def meanCollision (p : ι → ℝ) (O : ι → Matrix n n ℝ) : Matrix n n ℝ := ∑ s, p s • O s

/-- For a positive definite collision matrix, the response is the unique solution of the
linearised Boltzmann equation `O y = b`. -/
theorem response_eq_iff {O : Matrix n n ℝ} (hO : O.PosDef) (b y : n → ℝ) :
    response O b = y ↔ O *ᵥ y = b := by
  have hu : IsUnit O.det := isUnit_iff_ne_zero.mpr hO.det_pos.ne'
  constructor
  · rintro rfl
    rw [response, Matrix.mulVec_mulVec, Matrix.mul_nonsing_inv _ hu, Matrix.one_mulVec]
  · rintro rfl
    rw [response, Matrix.mulVec_mulVec, Matrix.nonsing_inv_mul _ hu, Matrix.one_mulVec]

omit [DecidableEq n] in
/-- The averaged collision matrix acts on a distribution as the average of the sampled
collision matrices. -/
theorem mean_mulVec (p : ι → ℝ) (O : ι → Matrix n n ℝ) (x : n → ℝ) :
    meanCollision p O *ᵥ x = ∑ s, p s • (O s *ᵥ x) := by
  ext i
  simp only [meanCollision, Matrix.mulVec, dotProduct, Matrix.sum_apply, Matrix.smul_apply,
    Finset.sum_apply, Pi.smul_apply, smul_eq_mul, Finset.sum_mul, Finset.mul_sum, mul_assoc]
  exact Finset.sum_comm

omit [DecidableEq n] in
/-- The quadratic form of the averaged collision matrix is the average of the sampled
quadratic forms. -/
theorem mean_quadratic (p : ι → ℝ) (O : ι → Matrix n n ℝ) (x : n → ℝ) :
    x ⬝ᵥ meanCollision p O *ᵥ x = ∑ s, p s * (x ⬝ᵥ O s *ᵥ x) := by
  rw [mean_mulVec]
  simp only [dotProduct, Finset.sum_apply, Pi.smul_apply, smul_eq_mul, Finset.mul_sum]
  rw [Finset.sum_comm]
  exact Finset.sum_congr rfl fun s _ => Finset.sum_congr rfl fun i _ => by ring

omit [DecidableEq n] in
/-- A positive definite collision matrix has a positive quadratic form on every nonzero
distribution. -/
theorem quadratic_pos {O : Matrix n n ℝ} (hO : O.PosDef) {x : n → ℝ} (hx : x ≠ 0) :
    0 < x ⬝ᵥ O *ᵥ x := by
  have h := hO.dotProduct_mulVec_pos hx
  rwa [star_trivial] at h

omit [DecidableEq n] in
/-- An average of positive definite collision matrices over a nonempty finite set, with
positive weights, is positive definite. -/
theorem mean_posDef [Nonempty ι] {p : ι → ℝ} {O : ι → Matrix n n ℝ}
    (hp : ∀ s, 0 < p s) (hO : ∀ s, (O s).PosDef) : (meanCollision p O).PosDef := by
  refine Matrix.posDef_iff_dotProduct_mulVec.mpr ⟨?_, ?_⟩
  · ext i j
    simp only [meanCollision, Matrix.conjTranspose_apply, Matrix.sum_apply,
      Matrix.smul_apply, star_trivial, smul_eq_mul]
    refine Finset.sum_congr rfl fun s _ => ?_
    have h := (hO s).isHermitian.apply i j
    rw [star_trivial] at h
    rw [h]
  · intro x hx
    rw [star_trivial, mean_quadratic]
    exact Finset.sum_pos (fun s _ => mul_pos (hp s) (quadratic_pos (hO s) hx))
      Finset.univ_nonempty

/-- For a positive definite collision matrix, the quadratic form of the error of a trial
distribution `y` is the conductivity minus the variational functional `2 b·y - y·O y`. -/
theorem trial_error {O : Matrix n n ℝ} (hO : O.PosDef) (b y : n → ℝ) :
    (response O b - y) ⬝ᵥ O *ᵥ (response O b - y)
      = conductivity O b - 2 * (b ⬝ᵥ y) + y ⬝ᵥ O *ᵥ y := by
  have hz : O *ᵥ response O b = b := (response_eq_iff hO b _).1 rfl
  have hT : Oᵀ = O := by
    have h := hO.isHermitian.eq
    rwa [Matrix.conjTranspose_eq_transpose_of_trivial] at h
  -- symmetry moves the collision matrix onto the exact solution
  have hsym : response O b ⬝ᵥ O *ᵥ y = b ⬝ᵥ y := by
    rw [Matrix.dotProduct_mulVec, ← Matrix.mulVec_transpose, hT, hz]
  rw [Matrix.mulVec_sub, hz, sub_dotProduct, dotProduct_sub, dotProduct_sub, hsym,
    dotProduct_comm (response O b) b, dotProduct_comm y b, conductivity]
  ring

/-- For positive definite samples with positive probabilities, the bias of the mean
conductivity is the averaged quadratic form of the deviations of the sampled responses from
the response of the averaged collision matrix. -/
theorem bias_identity {p : ι → ℝ} {O : ι → Matrix n n ℝ} (hp : ∀ s, 0 < p s)
    (hp1 : ∑ s, p s = 1) (hO : ∀ s, (O s).PosDef) (b : n → ℝ) :
    ∑ s, p s * conductivity (O s) b - conductivity (meanCollision p O) b
      = ∑ s, p s * ((response (O s) b - response (meanCollision p O) b) ⬝ᵥ
          O s *ᵥ (response (O s) b - response (meanCollision p O) b)) := by
  have hne : Nonempty ι := by
    by_contra h
    have := not_nonempty_iff.mp h
    simp at hp1
  have hx := (response_eq_iff (mean_posDef hp hO) b _).1 rfl
  have hq := mean_quadratic p O (response (meanCollision p O) b)
  rw [hx, dotProduct_comm] at hq
  have h2 : ∑ s, p s * (2 * (b ⬝ᵥ response (meanCollision p O) b))
      = 2 * (b ⬝ᵥ response (meanCollision p O) b) := by
    rw [← Finset.sum_mul, hp1, one_mul]
  -- complete the square for each sample, then average
  simp only [trial_error (hO _), mul_add, mul_sub, Finset.sum_add_distrib,
    Finset.sum_sub_distrib]
  rw [h2, ← hq, conductivity]
  ring

/-- Sampling positive definite collision matrices with positive probabilities gives a mean
conductivity no lower than that of the averaged matrix, with equality exactly when all
samples have the same response. -/
theorem sampling_bias {p : ι → ℝ} {O : ι → Matrix n n ℝ} (hp : ∀ s, 0 < p s)
    (hp1 : ∑ s, p s = 1) (hO : ∀ s, (O s).PosDef) (b : n → ℝ) :
    conductivity (meanCollision p O) b ≤ ∑ s, p s * conductivity (O s) b ∧
    (∑ s, p s * conductivity (O s) b = conductivity (meanCollision p O) b ↔
      ∀ s t, response (O s) b = response (O t) b) := by
  have hid := bias_identity hp hp1 hO b
  have hnn : ∀ s ∈ Finset.univ, 0 ≤ p s *
      ((response (O s) b - response (meanCollision p O) b) ⬝ᵥ
        O s *ᵥ (response (O s) b - response (meanCollision p O) b)) := by
    intro s _
    refine mul_nonneg (hp s).le ?_
    by_cases h : response (O s) b - response (meanCollision p O) b = 0
    · rw [h, zero_dotProduct]
    · exact (quadratic_pos (hO s) h).le
  refine ⟨by linarith [Finset.sum_nonneg hnn], ?_, ?_⟩
  · intro heq
    rw [heq, sub_self] at hid
    -- a vanishing sum of non-negative terms vanishes term by term
    have hall : ∀ s, response (O s) b = response (meanCollision p O) b := by
      intro s
      by_contra h
      have h0 := (Finset.sum_eq_zero_iff_of_nonneg hnn).1 hid.symm s (Finset.mem_univ s)
      exact (mul_pos (hp s) (quadratic_pos (hO s) (sub_ne_zero.mpr h))).ne' h0
    intro s t
    rw [hall s, hall t]
  · intro hall
    -- a common response also solves the averaged Boltzmann equation
    have hmean : ∀ s, response (meanCollision p O) b = response (O s) b := by
      intro s
      have : Nonempty ι := ⟨s⟩
      rw [response_eq_iff (mean_posDef hp hO), mean_mulVec]
      have h : ∀ t, O t *ᵥ response (O s) b = b := fun t =>
        (response_eq_iff (hO t) b _).1 (hall t s)
      simp only [h]
      rw [← Finset.sum_smul, hp1, one_smul]
    have hz : ∀ s, conductivity (O s) b = conductivity (meanCollision p O) b := fun s => by
      rw [conductivity, conductivity, hmean s]
    simp only [hz]
    rw [← Finset.sum_mul, hp1, one_mul]

/-- For positive definite samples with positive probabilities, the bias is the mean
conductivity obtained when the heat-current vector is replaced by the sampling noise
`(M - O s) M⁻¹ b`, where `M` is the averaged collision matrix. -/
theorem bias_eq_noise {p : ι → ℝ} {O : ι → Matrix n n ℝ} (hp : ∀ s, 0 < p s)
    (hp1 : ∑ s, p s = 1) (hO : ∀ s, (O s).PosDef) (b : n → ℝ) :
    ∑ s, p s * conductivity (O s) b - conductivity (meanCollision p O) b
      = ∑ s, p s * conductivity (O s)
          ((meanCollision p O - O s) *ᵥ response (meanCollision p O) b) := by
  rw [bias_identity hp hp1 hO b]
  refine Finset.sum_congr rfl fun s _ => ?_
  have : Nonempty ι := ⟨s⟩
  have hx := (response_eq_iff (mean_posDef hp hO) b _).1 rfl
  have hs := (response_eq_iff (hO s) b _).1 rfl
  -- the deviation of the response is itself driven by the noise
  have hd : O s *ᵥ (response (O s) b - response (meanCollision p O) b)
      = (meanCollision p O - O s) *ᵥ response (meanCollision p O) b := by
    rw [Matrix.mulVec_sub, Matrix.sub_mulVec, hx, hs]
  rw [conductivity, (response_eq_iff (hO s) _ _).2 hd, hd, dotProduct_comm]

/-- Two phonon modes carry heat currents `u` and `v`; the first has rate 1, the second is
sampled with rate `a > 0` or `c > 0` with equal probability. The bias is
`v² (a - c)² / (2 a c (a + c))`. -/
theorem two_mode_bias {a c : ℝ} (ha : 0 < a) (hc : 0 < c) (u v : ℝ) :
    (conductivity !![1, 0; 0, a] ![u, v] + conductivity !![1, 0; 0, c] ![u, v]) / 2
      - conductivity (meanCollision ![1 / 2, 1 / 2] ![!![1, 0; 0, a], !![1, 0; 0, c]]) ![u, v]
      = v ^ 2 * (a - c) ^ 2 / (2 * a * c * (a + c)) := by
  have hM : meanCollision ![1 / 2, 1 / 2] ![!![1, 0; 0, a], !![1, 0; 0, c]]
      = !![1, 0; 0, (a + c) / 2] := by
    ext i j
    fin_cases i <;> fin_cases j <;> simp [meanCollision, Fin.sum_univ_two] <;> ring
  have hk : ∀ r : ℝ, 0 < r → conductivity !![1, 0; 0, r] ![u, v] = u ^ 2 + v ^ 2 / r := by
    intro r hr
    have hi : (!![1, 0; 0, r] : Matrix (Fin 2) (Fin 2) ℝ)⁻¹ = !![1, 0; 0, r⁻¹] := by
      apply Matrix.inv_eq_right_inv
      ext i j
      fin_cases i <;> fin_cases j <;> simp [Matrix.mul_apply, Fin.sum_univ_two, hr.ne']
    rw [conductivity, response, hi]
    simp only [Matrix.mulVec, dotProduct, Fin.sum_univ_two, Matrix.of_apply,
      Matrix.cons_val_zero, Matrix.cons_val_one]
    ring
  have hac : 0 < a + c := add_pos ha hc
  rw [hM, hk a ha, hk c hc, hk _ (half_pos hac)]
  field_simp
  ring

end

end PhononSamplingBias
```

```lean
#print axioms PhononSamplingBias.sampling_bias
#print axioms PhononSamplingBias.bias_eq_noise
#print axioms PhononSamplingBias.two_mode_bias
```

```
'PhononSamplingBias.sampling_bias' depends on axioms: [propext, Classical.choice, Quot.sound]
'PhononSamplingBias.bias_eq_noise' depends on axioms: [propext, Classical.choice, Quot.sound]
'PhononSamplingBias.two_mode_bias' depends on axioms: [propext, Classical.choice, Quot.sound]
```

## Sampled matrices and their conductivities

For a small temperature gradient along one direction, the linearised Boltzmann equation can be written O f = b, where b is the heat-current vector along that direction and f is the deviation of the phonon distribution from equilibrium, both up to constant factors and rescaled mode by mode to make O symmetric. With N the equilibrium occupation of a mode, the deviation is divided by √(N(N + 1)) and the heat current is multiplied by it. In Lean, f is `response O b`, and `conductivity O b` is

κ(O) = b·O⁻¹b,

the thermal conductivity along that direction up to a constant prefactor. The type `n` labels the phonon modes, or the basis distributions described below (it is not an occupation number), and `ι` labels the samples. Both are finite, as on a finite wavevector mesh.

The mean matrix M = Σ p_s O_s is `meanCollision p O`. The hypotheses `hp`, `hp1` and `hO` say that the probabilities are positive, that they sum to 1, and that every sample is positive definite; over the real numbers, `PosDef` includes symmetry. The theorem `sampling_bias` then states

κ(M) ≤ Σ p_s κ(O_s),

with equality exactly when all the responses O_s⁻¹b agree. The matrices themselves may still differ.

Positive definiteness stands for relaxation: collisions damp every distribution that the matrix acts on. Energy conservation gives the full collision operator a zero mode, so for that operator O is to be read as its matrix on the distributions orthogonal to this mode, with `n` labelling an orthonormal basis of them. The step left to the user is to identify M with the exact collision matrix. That is what "unbiased" means for a sampling scheme, and the hypotheses say nothing about it.

## The bias as a mean of squares

Let O be positive definite and f = O⁻¹b. Its determinant is positive, so f is the only solution of O f = b; this is `response_eq_iff`. For any trial distribution y,

(f − y)·O(f − y) = f·Of − f·Oy − y·Of + y·Oy.

Since Of = b, the first term is κ(O) and the third is b·y. Symmetry gives f·Oy = (Of)·y = b·y, which is the step `hsym` in the proof of `trial_error`. Hence

(f − y)·O(f − y) = κ(O) − 2 b·y + y·Oy.

The mean matrix is symmetric, and for every nonzero y

y·My = Σ p_s y·O_s y > 0.

So M is positive definite. This is `mean_posDef`, which rests on `mean_quadratic` and `quadratic_pos`; it needs at least one sample, which Σ p_s = 1 guarantees.

Now write f_s = O_s⁻¹b and x = M⁻¹b, put y = x in the square for each O_s, and average:

Σ p_s (f_s − x)·O_s(f_s − x) = Σ p_s κ(O_s) − 2 b·x + x·Mx.

Because Mx = b, the last term is b·x = κ(M), and therefore

Σ p_s κ(O_s) − κ(M) = Σ p_s (f_s − x)·O_s(f_s − x).

This is `bias_identity`. Its proof rewrites each sample with `trial_error`, splits the sums, and leaves the cancellation to `ring`.

## When the bias vanishes

Every term on the right is non-negative, which gives the inequality. If the sum is zero, each term is zero (`Finset.sum_eq_zero_iff_of_nonneg`), and since p_s > 0 and O_s is positive definite, f_s = x for every s.

Conversely, suppose that all samples share one response f. Then

Mf = Σ p_s O_s f = Σ p_s b = b,

so f = x by uniqueness, and every κ(O_s) equals b·x = κ(M). The action of M on f is supplied by `mean_mulVec`.

## The noise that drives the bias

The deviation f_s − x solves a Boltzmann equation of its own:

O_s(f_s − x) = b − O_s x = (M − O_s)x.

Call the right-hand side r_s. Substitution into the bias formula gives `bias_eq_noise`:

Σ p_s κ(O_s) − κ(M) = Σ p_s r_s·O_s⁻¹r_s.

The bias is thus the mean conductivity that results when b is replaced by the sampling noise r_s. It is quadratic in r_s, although O_s⁻¹ also varies from sample to sample.

For two uncoupled modes with heat currents u and v, let the first rate be 1 and the second be a or c with equal probability, where a, c > 0. A second rate r gives u² + v²/r, so the bias is

v²[(1/a + 1/c)/2 − 2/(a + c)] = v²(a − c)²/(2ac(a + c)).

This is `two_mode_bias`; the proof inverts the diagonal matrices explicitly and finishes with `field_simp` and `ring`. For v = 0 the bias vanishes even if a ≠ c, because the mode with the uncertain rate carries no heat.

## Sampled rates in a conductivity calculation

A calculation may keep a random subset of the three-phonon processes and weight each one by the inverse of its selection probability. In the relaxation-time approximation O is diagonal, and each sampled rate is inverted to give a lifetime. If a rate comes out as 1 or 3 with equal probability, the mean lifetime is 2/3, while the mean rate 2 gives 1/2. Averaging the conductivities of many independent runs reduces the scatter but leaves this offset. For such simulations the result fixes the sign of the bias, provided that every sampled matrix is positive definite; a sample that gives some mode no scattering at all violates this condition.

## Continuously distributed samples

The collision matrix could also be modelled as a random variable on a general probability space, which would admit continuously distributed rates. The sums would become expectations, the mean matrix would have to be assumed finite, and equality would require the responses to agree only with probability 1. If the mean conductivity were infinite, the inequality would hold trivially.
